# The inverse of a diagonal non-interacting sum with positive total energies as a Laplace integral

Take two subsystems with levels $a_i$ and $b_j$, and a sum such as $\sum_{ij} u_i v_j/(a_i+b_j)$. The weights are a product, but in general the sum does not split into a sum over $i$ times a sum over $j$, because the energy denominator ties the two indices together. In second-order perturbation theory for electrons, a denominator ties four orbital indices together in the same way.

If every $a_i+b_j$ is positive, the denominator can be replaced by an integral over $t>0$ whose integrand is a product, $e^{-ta_i}e^{-tb_j}$. For matrices, this gives the inverse of $H=A\otimes 1+1\otimes B$ with $A=\mathrm{diag}(a)$ and $B=\mathrm{diag}(b)$.

## Two subsystems and their product basis

```lean
import Mathlib

open MeasureTheory Matrix
open Set (Ioi)
open scoped Kronecker

namespace LaplaceEnergyDenominators

noncomputable section

variable {m n : Type*} [Fintype m] [Fintype n] [DecidableEq m] [DecidableEq n]
```

The types `m` and `n` label the levels of the two subsystems. Both are finite, so everything below concerns finite matrices. A product state is a pair `p : m × n`, with `p.1` the level of the first subsystem and `p.2` that of the second. `Ioi 0` is the half-line $t>0$.

```lean
/-- The Hamiltonian `A ⊗ 1 + 1 ⊗ B` of two subsystems that do not interact. -/
def kroneckerSum (A : Matrix m m ℝ) (B : Matrix n n ℝ) : Matrix (m × n) (m × n) ℝ :=
  A ⊗ₖ (1 : Matrix n n ℝ) + (1 : Matrix m m ℝ) ⊗ₖ B
```

This is $H=A\otimes 1+1\otimes B$ for real matrices $A$ and $B$; the symbol `⊗ₖ` is the Kronecker product. There is no interaction term. The definition accepts any square matrices, but the theorems use it only for diagonal ones, that is, with each subsystem already written in its eigenbasis.

```lean
/-- The product of the imaginary-time decay factors of two subsystems with levels `a` and `b`. -/
def propagator (a : m → ℝ) (b : n → ℝ) (t : ℝ) : Matrix (m × n) (m × n) ℝ :=
  diagonal (fun i => Real.exp (-t * a i)) ⊗ₖ diagonal (fun j => Real.exp (-t * b j))
```

The propagator is $\mathrm{diag}(e^{-ta_i})\otimes\mathrm{diag}(e^{-tb_j})$. The parameter $t$ is an imaginary time with $\hbar=1$, so it has the unit of an inverse energy.

## One denominator, one integral

```lean
/-- The decay factor `exp (-t x)` is integrable over `t > 0` exactly when `x` is positive. -/
theorem integrableOn_exp_iff (x : ℝ) :
    IntegrableOn (fun t : ℝ => Real.exp (-t * x)) (Ioi 0) ↔ 0 < x := by
  constructor
  · intro h
    by_contra hx
    have hx' : x ≤ 0 := not_lt.1 hx
    -- for x ≤ 0 the integrand is at least 1
    have h1 : IntegrableOn (fun _ : ℝ => (1 : ℝ)) (Ioi 0) := by
      refine Integrable.mono' h aestronglyMeasurable_const ?_
      refine (ae_restrict_iff' measurableSet_Ioi).2 (Filter.Eventually.of_forall fun t ht => ?_)
      have ht' : 0 < t := ht
      have h2 : 0 ≤ -t * x := by nlinarith
      rw [norm_one]
      exact Real.one_le_exp h2
    simp [integrableOn_const_iff] at h1
  · intro hx
    refine (exp_neg_integrableOn_Ioi 0 hx).congr_fun (fun t _ => ?_) measurableSet_Ioi
    show Real.exp (-x * t) = Real.exp (-t * x)
    congr 1
    ring
```

In words: $e^{-tx}$ is integrable over $t>0$ if and only if $x>0$.

If $x\le 0$, then $-tx\ge 0$ and so $e^{-tx}\ge 1$ for all $t>0$. Were the exponential integrable, the constant 1 would be too, by comparison, but the half-line has infinite length. This is the first half of the Lean proof: `Integrable.mono'` is the comparison, and the last `simp` finds the contradiction. If $x>0$, the exponential decays, and Mathlib already has its integrability.

```lean
/-- A positive energy denominator is a Laplace integral: `∫ exp (-t x) dt = 1 / x` over `t > 0`. -/
theorem integral_exp_eq_inv {x : ℝ} (hx : 0 < x) :
    ∫ t in Ioi (0 : ℝ), Real.exp (-t * x) = x⁻¹ := by
  have h := integral_comp_mul_left_Ioi (fun s : ℝ => Real.exp (-s)) 0 hx
  rw [mul_zero, integral_exp_neg_Ioi_zero, smul_eq_mul, mul_one] at h
  rw [← h]
  congr 1
  funext t
  congr 1
  ring
```

For $x>0$, substitute $s=xt$:

$$\int_0^\infty e^{-tx}\,dt=\frac1x\int_0^\infty e^{-s}\,ds=\frac1x .$$

The lemma `integral_comp_mul_left_Ioi` is this substitution, and `integral_exp_neg_Ioi_zero` supplies the value 1 of the remaining integral.

## Both matrices are diagonal

```lean
omit [Fintype m] [Fintype n] in
/-- For diagonal subsystems the non-interacting sum is diagonal, with entries `a i + b j`. -/
theorem kroneckerSum_diagonal (a : m → ℝ) (b : n → ℝ) :
    kroneckerSum (diagonal a) (diagonal b) = diagonal (fun p : m × n => a p.1 + b p.2) := by
  ext ⟨i, j⟩ ⟨k, l⟩
  by_cases h1 : i = k <;> by_cases h2 : j = l <;>
    simp [kroneckerSum, h1, h2]
```

The entry of $H$ between the product states $(i,j)$ and $(k,l)$ is

$$a_i\,\delta_{ik}\delta_{jl}+\delta_{ik}\,b_j\,\delta_{jl}=(a_i+b_j)\,\delta_{ik}\delta_{jl}.$$

The proof compares entries (`ext`) and separates the cases $i=k$ or not, $j=l$ or not, which is how Lean evaluates the two Kronecker deltas.

```lean
omit [Fintype m] [Fintype n] in
/-- The product of decay factors is diagonal, with entries `exp (-t (a i + b j))`. -/
theorem propagator_eq_diagonal (a : m → ℝ) (b : n → ℝ) (t : ℝ) :
    propagator a b t = diagonal (fun p : m × n => Real.exp (-t * (a p.1 + b p.2))) := by
  ext ⟨i, j⟩ ⟨k, l⟩
  by_cases h1 : i = k <;> by_cases h2 : j = l <;>
    simp [propagator, h1, h2, mul_add, Real.exp_add]
```

The same calculation for the propagator gives

$$e^{-ta_i}\delta_{ik}\,e^{-tb_j}\delta_{jl}=e^{-t(a_i+b_j)}\,\delta_{ik}\delta_{jl}.$$

The only new ingredient is $e^{x+y}=e^xe^y$, which is `Real.exp_add`.

```lean
/-- The product of the subsystem decay factors is the imaginary-time propagator `exp (-t H)` of
the non-interacting sum `H`. -/
theorem propagator_eq_exp (a : m → ℝ) (b : n → ℝ) (t : ℝ) :
    propagator a b t = NormedSpace.exp (-t • kroneckerSum (diagonal a) (diagonal b)) := by
  rw [kroneckerSum_diagonal, propagator_eq_diagonal, ← Matrix.diagonal_smul, Matrix.exp_diagonal]
  congr 1
  funext p
  -- evaluation at one product state is a continuous ring homomorphism
  have h := NormedSpace.map_exp (Pi.evalRingHom (fun _ : m × n => ℝ) p) (continuous_apply p)
    (-t • fun p : m × n => a p.1 + b p.2)
  rw [Real.exp_eq_exp_ℝ]
  exact h.symm
```

The name "propagator" is now justified: the product of the two decay factors equals the matrix exponential $e^{-tH}$, for every real $t$ and without any condition on the levels. By hand, powers of a diagonal matrix are taken entry by entry, so the exponential series is too:

$$\sum_{k\ge0}\frac{(-t)^k}{k!}H^k=\mathrm{diag}\big(e^{-t(a_i+b_j)}\big).$$

In Lean, `Matrix.exp_diagonal` moves the exponential onto the diagonal. The step with `Pi.evalRingHom` then says that reading off one diagonal entry respects sums, products and limits, so it may be done before or after exponentiating.

## The inverse, entry by entry

```lean
omit [Fintype m] [Fintype n] in
/-- All entries of the propagator are integrable over `t > 0` exactly when every total energy
`a i + b j` is positive. -/
theorem propagator_integrable_iff (a : m → ℝ) (b : n → ℝ) :
    (∀ p q, IntegrableOn (fun t => propagator a b t p q) (Ioi 0)) ↔ ∀ i j, 0 < a i + b j := by
  constructor
  · intro h i j
    have hij := h (i, j) (i, j)
    simp only [propagator_eq_diagonal, Matrix.diagonal_apply_eq] at hij
    exact (integrableOn_exp_iff _).1 hij
  · intro h p q
    by_cases hpq : p = q
    · subst hpq
      simp only [propagator_eq_diagonal, Matrix.diagonal_apply_eq]
      exact (integrableOn_exp_iff _).2 (h p.1 p.2)
    · simp only [propagator_eq_diagonal, Matrix.diagonal_apply_ne _ hpq]
      exact integrableOn_zero
```

All entries of the propagator are integrable over $t>0$ exactly when $a_i+b_j>0$ for every $i$ and $j$. The diagonal entries are the exponentials treated above with $x=a_i+b_j$, and the off-diagonal entries are zero, hence integrable. The two directions of the proof use the two directions of `integrableOn_exp_iff`.

Physically, the condition says that the zero of energy lies below every level of the combined system. It holds when all $a_i$ and $b_j$ are positive, but some levels of one subsystem may be negative if the other compensates.

```lean
/-- Laplace factorisation: if every `a i + b j` is positive, the non-interacting sum is invertible,
and each entry of its inverse is the convergent integral over `t > 0` of that entry of
`diag (exp (-t a)) ⊗ diag (exp (-t b))`. -/
theorem laplace_factorisation (a : m → ℝ) (b : n → ℝ) (h : ∀ i j, 0 < a i + b j) :
    IsUnit (kroneckerSum (diagonal a) (diagonal b)) ∧
      ∀ p q, IntegrableOn (fun t => propagator a b t p q) (Ioi 0) ∧
        (kroneckerSum (diagonal a) (diagonal b))⁻¹ p q =
          ∫ t in Ioi (0 : ℝ), propagator a b t p q := by
  -- the explicit inverse carries the energy denominators on its diagonal
  have hmul : kroneckerSum (diagonal a) (diagonal b) *
      diagonal (fun p : m × n => (a p.1 + b p.2)⁻¹) = 1 := by
    rw [kroneckerSum_diagonal, Matrix.diagonal_mul_diagonal, ← Matrix.diagonal_one]
    congr 1
    funext p
    exact mul_inv_cancel₀ (h p.1 p.2).ne'
  refine ⟨⟨⟨_, _, hmul, mul_eq_one_comm.1 hmul⟩, rfl⟩, fun p q =>
    ⟨(propagator_integrable_iff a b).2 h p q, ?_⟩⟩
  rw [Matrix.inv_eq_right_inv hmul]
  by_cases hpq : p = q
  · subst hpq
    simp only [propagator_eq_diagonal, Matrix.diagonal_apply_eq]
    exact (integral_exp_eq_inv (h p.1 p.2)).symm
  · simp only [propagator_eq_diagonal, Matrix.diagonal_apply_ne _ hpq]
    simp
```

The hypothesis `h` is this positivity condition. The conclusion has three parts: $H$ is invertible (`IsUnit`), each propagator entry is integrable, and

$$(H^{-1})_{pq}=\int_0^\infty\big[\mathrm{diag}(e^{-ta})\otimes\mathrm{diag}(e^{-tb})\big]_{pq}\,dt .$$

Lean gives a divergent integral the value 0, so integrability is stated explicitly; the reader then need not infer convergence from the value of the integral.

By hand, multiply $H$ by the diagonal matrix with entries $1/(a_i+b_j)$. Each diagonal entry of the product is $(a_i+b_j)/(a_i+b_j)=1$, so the product is the identity. This is `hmul`. For finite square matrices a right inverse is also a left inverse (`mul_eq_one_comm`), so $H$ is invertible and the diagonal matrix is $H^{-1}$. For $p=q=(i,j)$, the integral is

$$\int_0^\infty e^{-t(a_i+b_j)}\,dt=\frac1{a_i+b_j}=(H^{-1})_{pp}.$$

For $p\ne q$, both sides are zero. The final `by_cases` makes this distinction.

It is the integrand that factorises, not the integral. When $a_i$ and $b_j$ are both positive, integrating the two exponentials separately would give $1/(a_ib_j)$ in place of $1/(a_i+b_j)$; for $a_i=b_j=1$ that is 1 where the correct value is $1/2$. Both subsystems must share the same $t$.

## Weighted sums and the opposite-spin MP2 energy

```lean
omit [DecidableEq m] [DecidableEq n] in
/-- A weighted sum over positive energy denominators `a i + b j` is one integral over `t > 0`
of a sum in which the two subsystems enter through separate exponential factors. -/
theorem sum_div_eq_integral (a : m → ℝ) (b : n → ℝ) (w : m → n → ℝ)
    (h : ∀ i j, 0 < a i + b j) :
    ∑ i, ∑ j, w i j / (a i + b j) =
      ∫ t in Ioi (0 : ℝ), ∑ i, ∑ j, w i j * (Real.exp (-t * a i) * Real.exp (-t * b j)) := by
  have hint : ∀ i j, Integrable
      (fun t : ℝ => w i j * (Real.exp (-t * a i) * Real.exp (-t * b j)))
      (volume.restrict (Ioi 0)) := by
    intro i j
    have h0 : Integrable (fun t : ℝ => Real.exp (-t * (a i + b j)))
        (volume.restrict (Ioi 0)) := (integrableOn_exp_iff _).2 (h i j)
    have h1 := h0.const_mul (w i j)
    simpa only [mul_add, Real.exp_add] using h1
  -- exchange the finite sums with the integral, then integrate term by term
  rw [integral_finsetSum _ (fun i _ => integrable_finsetSum _ fun j _ => hint i j)]
  refine Finset.sum_congr rfl fun i _ => ?_
  rw [integral_finsetSum _ (fun j _ => hint i j)]
  refine Finset.sum_congr rfl fun j _ => ?_
  rw [integral_const_mul, div_eq_mul_inv, ← integral_exp_eq_inv (h i j)]
  simp only [mul_add, Real.exp_add]
```

For arbitrary real weights $w_{ij}$ and positive $a_i+b_j$,

$$\sum_{ij}\frac{w_{ij}}{a_i+b_j}=\int_0^\infty\sum_{ij}w_{ij}\,e^{-ta_i}e^{-tb_j}\,dt .$$

Write each $1/(a_i+b_j)$ as its integral, multiply by $w_{ij}$, and exchange the finite sums with the integral. The exchange needs every term to be integrable, which is what `hint` provides; `integral_finsetSum` then performs it, once for each sum. With the product weights $w_{ij}=u_iv_j$ of the opening example, the integrand becomes $\big(\sum_i u_ie^{-ta_i}\big)\big(\sum_j v_je^{-tb_j}\big)$, and the two sums are separate at each $t$.

```lean
/-- The opposite-spin second-order Møller–Plesset energy, when both spins have the same spatial
orbitals and orbital energies, for real integrals `V (i,a) (j,b)`, occupied levels `eo` and virtual
levels `ev`; its domain is where no denominator vanishes. -/
def oppositeSpinMP2 {o v : Type*} [Fintype o] [Fintype v] (eo : o → ℝ) (ev : v → ℝ)
    (V : o × v → o × v → ℝ) : ℝ :=
  -∑ p, ∑ q, V p q ^ 2 / ((ev p.2 - eo p.1) + (ev q.2 - eo q.1))
```

Here `o` labels occupied and `v` virtual orbitals, with energies $\varepsilon_i$ (`eo`) and $\varepsilon_c$ (`ev`). With $p=(i,c)$ and $q=(j,d)$, the definition reads

$$E=-\sum_{ic}\sum_{jd}\frac{V_{ic,jd}^2}{(\varepsilon_c-\varepsilon_i)+(\varepsilon_d-\varepsilon_j)} .$$

The array `V` stands for the real two-electron integrals $V_{ic,jd}=(ic|jd)$, the Coulomb repulsion between the orbital products $\phi_i\phi_c$ and $\phi_j\phi_d$. The reference is closed-shell: both spins have the same occupied and the same virtual spatial orbitals, with the same energies. The formula is taken as the definition of the energy and is not derived here from perturbation theory. The same-spin contribution is absent.

```lean
/-- Laplace-transformed MP2: if every occupied level lies below every virtual level, the
opposite-spin energy is an integral over `t > 0` with one exponential factor per orbital. -/
theorem oppositeSpinMP2_eq_integral {o v : Type*} [Fintype o] [Fintype v]
    (eo : o → ℝ) (ev : v → ℝ) (V : o × v → o × v → ℝ) (gap : ∀ i c, eo i < ev c) :
    oppositeSpinMP2 eo ev V = -∫ t in Ioi (0 : ℝ), ∑ p, ∑ q, V p q ^ 2 *
      ((Real.exp (t * eo p.1) * Real.exp (-t * ev p.2)) *
        (Real.exp (t * eo q.1) * Real.exp (-t * ev q.2))) := by
  have key : ∀ t x y : ℝ,
      Real.exp (-t * (x - y)) = Real.exp (t * y) * Real.exp (-t * x) := by
    intro t x y
    rw [← Real.exp_add]
    congr 1
    ring
  have h := sum_div_eq_integral (fun p : o × v => ev p.2 - eo p.1)
    (fun q : o × v => ev q.2 - eo q.1) (fun p q => V p q ^ 2)
    (fun p q => add_pos (sub_pos.2 (gap p.1 p.2)) (sub_pos.2 (gap q.1 q.2)))
  simp only [key] at h
  rw [oppositeSpinMP2, h]

end

end LaplaceEnergyDenominators
```

The hypothesis `gap` says that every occupied level lies below every virtual level. Each zeroth-order excitation energy $\varepsilon_c-\varepsilon_i$ is then positive, and so is the sum of any two. Apply the previous sum formula with the pairs $p$ and $q$ as the two "subsystems", their excitation energies as levels, and $V_{pq}^2$ as weights. Then split each exponential, which is the identity `key`:

$$e^{-t(\varepsilon_c-\varepsilon_i)}=e^{t\varepsilon_i}\,e^{-t\varepsilon_c}.$$

The result is

$$E=-\int_0^\infty\sum_{ic}\sum_{jd}V_{ic,jd}^2\;e^{t\varepsilon_i}e^{-t\varepsilon_c}\,e^{t\varepsilon_j}e^{-t\varepsilon_d}\,dt .$$

For a finite orbital set with a gap, this is the starting point of Laplace-transformed opposite-spin MP2, where the exponential factors can be absorbed into the orbitals at each $t$. A program replaces the integral by a finite quadrature, whose error needs its own analysis.

```lean
#print axioms LaplaceEnergyDenominators.propagator_eq_exp
#print axioms LaplaceEnergyDenominators.laplace_factorisation
#print axioms LaplaceEnergyDenominators.oppositeSpinMP2_eq_integral
```

```
'LaplaceEnergyDenominators.propagator_eq_exp' depends on axioms: [propext, Classical.choice, Quot.sound]
'LaplaceEnergyDenominators.laplace_factorisation' depends on axioms: [propext, Classical.choice, Quot.sound]
'LaplaceEnergyDenominators.oppositeSpinMP2_eq_integral' depends on axioms: [propext, Classical.choice, Quot.sound]
```
